# Differentiating Tr(F e^(−tA) H e^(tA)) in t replaces H by the commutator HA − AH

For real n × n matrices F, H and A, the theorem `hasDerivAt_rotatedEnergy` says that the function Tr(F e^(−tA) H e^(tA)) has, at every real t, the derivative Tr(F e^(−tA) (HA − AH) e^(tA)). In physics, F holds the occupations of an ensemble, H is the Hamiltonian and A generates the transformation of H. The matrices are otherwise arbitrary: F need not have trace one, H need not be symmetric, and A need not be antisymmetric, though it must be for e^(tA) to be a true rotation at every t. The attempt differentiates the two exponentials, joins them by the product rule, passes the derivative through the linear trace, and then has to show that the result is the commutator expression.

As first written in Lean, the proof fails:

```lean
import Mathlib

open Matrix

namespace HasDerivAtRotatedEnergy

noncomputable section

variable {n : ℕ}

/-- The energy `Tr(F exp(-tA) H exp(tA))` of an ensemble with occupation matrix `F` and
Hamiltonian `H`, after a rotation with generator `A` and parameter `t`. -/
def rotatedEnergy (F H A : Matrix (Fin n) (Fin n) ℝ) (t : ℝ) : ℝ :=
  trace (F * NormedSpace.exp (-t • A) * H * NormedSpace.exp (t • A))

/-- The two terms of the product rule for `Tr(F V H U)`, with `V` changing by `-VA` and `U`
by `AU`, combine into the commutator `HA - AH`. -/
theorem trace_product_rule (F H A V U : Matrix (Fin n) (Fin n) ℝ) :
    trace (F * (V * (-A)) * H * U + F * V * H * (A * U))
      = trace (F * V * (H * A - A * H) * U) := by
  congr 1
  simp only [mul_sub, sub_mul, mul_neg, neg_mul, mul_assoc]
  abel

open scoped Matrix.Norms.Operator in
/-- Differentiating the rotated energy replaces the Hamiltonian `H` by its commutator
`HA - AH` with the generator, at every `t`. -/
theorem hasDerivAt_rotatedEnergy (F H A : Matrix (Fin n) (Fin n) ℝ) (t : ℝ) :
    HasDerivAt (rotatedEnergy F H A) (rotatedEnergy F (H * A - A * H) A t) t := by
  have h1 : HasDerivAt (fun u : ℝ => NormedSpace.exp (-u • A))
      (NormedSpace.exp (-t • A) * (-A)) t := by
    have h := hasDerivAt_exp_smul_const (-A) t
    simpa only [smul_neg, neg_smul] using h
  have h2 := hasDerivAt_exp_smul_const' A t
  -- product rule, followed by the (linear) trace
  have h3 := ((h1.const_mul F).mul_const H).fun_mul h2
  have h4 := (LinearMap.toContinuousLinearMap
    (Matrix.traceLinearMap (Fin n) ℝ ℝ)).hasFDerivAt.comp_hasDerivAt t h3
  refine HasDerivAt.congr_deriv h4 ?_
  change trace _ = trace _
  congr 1
  simp only [mul_sub, sub_mul, mul_neg, neg_mul, mul_assoc]
  abel

end

end HasDerivAtRotatedEnergy
```

Messages:

```
Main.lean:33:4: error: Type mismatch: After simplification, term
  h
 has type
  @HasDerivAt ℝ DenselyNormedField.toNontriviallyNormedField (Matrix (Fin n) (Fin n) ℝ)
    Matrix.linftyOpNormedRing.toAddCommGroup (NormedAlgebra.toNormedSpace (Matrix (Fin n) (Fin n) ℝ)).toModule
    PseudoMetricSpace.toUniformSpace.toTopologicalSpace ⋯ (fun u => NormedSpace.exp (-(u • A)))
    (NormedSpace.exp (-(t • A)) * -A) t
but is expected to have type
  @HasDerivAt ℝ DenselyNormedField.toNontriviallyNormedField (Matrix (Fin n) (Fin n) ℝ) addCommGroup module
    instTopologicalSpaceMatrix ⋯ (fun u => NormedSpace.exp (-(u • A))) (NormedSpace.exp (-(t • A)) * -A) t
Main.lean:40:2: error: 'change' tactic failed, pattern
  trace ?m.181 = trace ?m.186
is not definitionally equal to target
  (LinearMap.toContinuousLinearMap (traceLinearMap (Fin n) ℝ ℝ))
      (F * (NormedSpace.exp (-t • A) * -A) * H * NormedSpace.exp (t • A) +
        F * NormedSpace.exp (-t • A) * H * (A * NormedSpace.exp (t • A))) =
    rotatedEnergy F (H * A - A * H) A t
```

Diagnosis. In the first message, the function and derivative in `h` already agree with the goal. What differs is the structure on the matrices: `h` takes its addition, scalar multiplication and topology from the operator norm, the goal from the direct matrix instances. These are equal by definition, but only after more unfolding than the closing check of `simpa` does. The repair simplifies both sides with `simp only` and closes with `exact h`, which unfolds far enough.

In the second, `change trace _ = trace _` asks Lean to see both sides as traces of matrices it must find itself. But the left side is `traceLinearMap` wrapped as a continuous linear map, and the right is the unopened definition `rotatedEnergy`; Lean could not match the pattern with its holes to them. The repair applies `trace_product_rule` to explicit matrices, so nothing is left to find, and `exact` confirms by unfolding that its statement is the goal. The algebra after `change` goes because that lemma already contains it.

This version goes through:

```diff
@@ -31,5 +31,6 @@
       (NormedSpace.exp (-t • A) * (-A)) t := by
     have h := hasDerivAt_exp_smul_const (-A) t
-    simpa only [smul_neg, neg_smul] using h
+    simp only [smul_neg, neg_smul] at h ⊢
+    exact h
   have h2 := hasDerivAt_exp_smul_const' A t
   -- product rule, followed by the (linear) trace
@@ -38,8 +39,5 @@
     (Matrix.traceLinearMap (Fin n) ℝ ℝ)).hasFDerivAt.comp_hasDerivAt t h3
   refine HasDerivAt.congr_deriv h4 ?_
-  change trace _ = trace _
-  congr 1
-  simp only [mul_sub, sub_mul, mul_neg, neg_mul, mul_assoc]
-  abel
+  exact trace_product_rule F H A (NormedSpace.exp (-t • A)) (NormedSpace.exp (t • A))
 
 end
```
